# The third-order energy of a Hermitian eigenvalue problem follows from the state through first order

Displace the atoms of a crystal along a fixed pattern with amplitude \(\lambda\). The electronic Hamiltonian, taken here in a fixed finite basis and with the ion–ion repulsion included, changes, and with it the energy \(E(\lambda)\) of the electronic state. The second derivative at \(\lambda=0\) gives a harmonic force constant along the pattern, the third a cubic one. Suppose that a linear-response calculation has already produced the first-order change of the state. Does the cubic constant also require the second-order change?

For a linear eigenvalue problem it does not. Write

\[
H(\lambda)=\sum_j\lambda^jH_j,\qquad E(\lambda)=\sum_j\lambda^jE_j,\qquad p(\lambda)=\sum_j\lambda^jp_j ,
\]

where \(p(\lambda)\) is the electronic state, the \(H_j\) are symmetric in the sense of Hermitian, the \(E_j\) are real and \(\|p_0\|=1\). If the Schrödinger equation holds at orders 0 to 3, then

\[
E_3=\langle p_0,H_3p_0\rangle+2\,\mathrm{Re}\,\langle p_0,(H_2-E_2)p_1\rangle+\langle p_1,(H_1-E_1)p_1\rangle .
\]

Neither \(p_2\) nor \(p_3\) appears. The third derivative is \(6E_3\), because the \(E_j\) are series coefficients.

## Cubic force constants from linear response

A code that computes cubic force constants from first-order states relies on an identity of this type; the version here is for one displacement parameter and a Hamiltonian that does not depend on its own solution. The terms with \(H_2\) and \(H_3\) matter because the electron–ion potential is not linear in the displacements.

The formula does not fix the component of \(p_1\) along \(p_0\). The \(E_2\) term equals \(-2E_2\,\mathrm{Re}\,\langle p_0,p_1\rangle\). It vanishes if the solver enforces \(\langle p_0,p_1\rangle=0\), or if it keeps the state normalised through first order; for an arbitrary choice of \(p_1\) it must be kept.

## How the second- and third-order states cancel

Put \(S_j=H_j-E_j\). The equation at order \(m\) is \(\sum_{k\le m}S_{m-k}p_k=0\). Pair order 3 with \(p_0\), and order 2 with \(p_1\):

\[
\langle p_0,S_3p_0\rangle+\langle p_0,S_2p_1\rangle+\langle p_0,S_1p_2\rangle+\langle p_0,S_0p_3\rangle=0,
\]
\[
\langle p_1,S_2p_0\rangle+\langle p_1,S_1p_1\rangle+\langle p_1,S_0p_2\rangle=0 .
\]

Add the two lines. Since each \(S_j\) is symmetric, the terms containing \(p_2\) and \(p_3\) are

\[
\langle S_1p_0+S_0p_1,\,p_2\rangle+\langle S_0p_0,\,p_3\rangle=0,
\]

by the equations of orders 1 and 0. Four terms remain. The first is \(\langle p_0,H_3p_0\rangle-E_3\) by normalisation. The cross terms \(\langle p_0,S_2p_1\rangle\) and \(\langle p_1,S_2p_0\rangle\) are complex conjugates, so they add up to twice a real part. Solving for \(E_3\) gives the formula.

The same cancellation works at every order. Let the equations hold through order \(a+b+1\). For each \(i\le a\), pair the equation of order \(a+b+1-i\) with \(p_i\), and write the kets beyond \(b\) as \(p_{b+1+l}\):

\[
\sum_{k\le b}\langle p_i,S_{a+b+1-i-k}p_k\rangle
=-\sum_{l\le a-i}\langle S_{a-l-i}p_i,p_{b+1+l}\rangle .
\]

Sum over \(i\) and exchange the order of summation on the right. For fixed \(l\), the bras add up to \(\sum_{i\le a-l}S_{a-l-i}p_i\), which is zero by the equation of order \(a-l\). Hence

\[
\sum_{i\le a}\sum_{k\le b}\langle p_i,S_{a+b+1-i-k}p_k\rangle=0 .
\]

The term \(i=k=0\) contains \(E_{a+b+1}\); all others contain only lower energies. The choice \(a=b=1\) returns the third-order formula. The choice \(a=0,\ b=1\) gives its harmonic neighbour,

\[
E_2=\langle p_0,H_2p_0\rangle+\langle p_0,(H_1-E_1)p_1\rangle .
\]

Now take two solutions for the same \(H_j\) that share \(p_0,\dots,p_n\). Their zeroth energies agree, since \(E_0=\langle p_0,H_0p_0\rangle\). Every order \(m\) from 1 to \(2n+1\) can be written as \(a+b+1\) with \(a,b\le n\), so \(E_m\) is fixed by shared states and lower energies. By induction the energies agree through order \(2n+1\).

## The Lean file

```lean
import Mathlib

open Finset Matrix

namespace TwoNPlusOneTheorem

noncomputable section

variable {V : Type*} [NormedAddCommGroup V] [InnerProductSpace ℂ V]

/-- The order-`j` coefficient `H_j - E_j` of the Hamiltonian series minus the energy series. -/
def shifted (H : ℕ → V →ₗ[ℂ] V) (E : ℕ → ℝ) (j : ℕ) : V →ₗ[ℂ] V :=
  H j - (E j : ℂ) • LinearMap.id

/-- The Schrödinger equation at order `m` of the perturbation:
the sum of `(H_{m-k} - E_{m-k}) p_k` over `k ≤ m` vanishes. -/
def SolvesOrder (H : ℕ → V →ₗ[ℂ] V) (E : ℕ → ℝ) (p : ℕ → V) (m : ℕ) : Prop :=
  ∑ k ∈ range (m + 1), shifted H E (m - k) (p k) = 0

variable {H : ℕ → V →ₗ[ℂ] V} {E : ℕ → ℝ} {p : ℕ → V}

/-- If every `H_j` is symmetric, each coefficient `H_j - E_j` can be moved from one side of the
inner product to the other. -/
theorem shifted_inner (hH : ∀ j, (H j).IsSymmetric) (j : ℕ) (x y : V) :
    inner ℂ (shifted H E j x) y = inner ℂ x (shifted H E j y) := by
  have h : inner ℂ (H j x) y = inner ℂ x (H j y) := hH j x y
  simp only [shifted, LinearMap.sub_apply, LinearMap.smul_apply, LinearMap.id_apply,
    inner_sub_left, inner_sub_right, inner_smul_left, inner_smul_right, Complex.conj_ofReal, h]

/-- In a normalised unperturbed state the expectation value of `H_j - E_j` is that of `H_j`
minus `E_j`. -/
theorem shifted_expectation (hnorm : ‖p 0‖ = 1) (j : ℕ) :
    inner ℂ (p 0) (shifted H E j (p 0)) = inner ℂ (p 0) (H j (p 0)) - (E j : ℂ) := by
  simp only [shifted, LinearMap.sub_apply, LinearMap.smul_apply, LinearMap.id_apply,
    inner_sub_right, inner_smul_right, inner_self_eq_norm_sq_to_K, hnorm]
  simp

/-- If the Schrödinger equation holds through order `a + b + 1`, the terms of that order in
`⟨p, (H - E) p⟩` with bra order at most `a` and ket order at most `b` sum to zero. -/
theorem truncated_pairing (hH : ∀ j, (H j).IsSymmetric) (a b : ℕ)
    (hp : ∀ m ≤ a + b + 1, SolvesOrder H E p m) :
    ∑ i ∈ range (a + 1), ∑ k ∈ range (b + 1),
      inner ℂ (p i) (shifted H E (a + b + 1 - i - k) (p k)) = 0 := by
  -- pair the equation of order `a + b + 1 - i` with `p i` and split off the high-order kets
  have hrow : ∀ i ∈ range (a + 1), ∑ k ∈ range (b + 1),
      inner ℂ (p i) (shifted H E (a + b + 1 - i - k) (p k)) =
      -∑ l ∈ range (a + 1 - i), inner ℂ (shifted H E (a - l - i) (p i)) (p (b + 1 + l)) := by
    intro i hi
    have hi' : i < a + 1 := mem_range.mp hi
    have h := hp (a + b + 1 - i) (by omega)
    unfold SolvesOrder at h
    have h2 := congrArg (fun v => inner ℂ (p i) v) h
    simp only [inner_sum, inner_zero_right] at h2
    rw [show a + b + 1 - i + 1 = (b + 1) + (a + 1 - i) by omega, Finset.sum_range_add] at h2
    rw [eq_neg_iff_add_eq_zero]
    refine Eq.trans ?_ h2
    congr 1
    refine Finset.sum_congr rfl fun l _ => ?_
    rw [shifted_inner hH, show a + b + 1 - i - (b + 1 + l) = a - l - i by omega]
  -- exchange the triangular sum: each high-order ket meets a complete lower-order equation
  rw [Finset.sum_congr rfl hrow, Finset.sum_neg_distrib, neg_eq_zero,
    Finset.sum_comm' (s := range (a + 1)) (t := fun i => range (a + 1 - i))
      (t' := range (a + 1)) (s' := fun l => range (a - l + 1))
      (by intro i l; simp only [mem_range]; omega)]
  refine Finset.sum_eq_zero fun l _ => ?_
  have h := hp (a - l) (by omega)
  unfold SolvesOrder at h
  rw [← sum_inner, h, inner_zero_left]

/-- The energy of order `a + b + 1` expressed through state corrections of order at most `a`
in the bra and at most `b` in the ket. -/
theorem energy_formula (hH : ∀ j, (H j).IsSymmetric) (hnorm : ‖p 0‖ = 1) (a b : ℕ)
    (hp : ∀ m ≤ a + b + 1, SolvesOrder H E p m) :
    (E (a + b + 1) : ℂ) = inner ℂ (p 0) (H (a + b + 1) (p 0)) +
      ∑ x ∈ (range (a + 1) ×ˢ range (b + 1)).erase (0, 0),
        inner ℂ (p x.1) (shifted H E (a + b + 1 - x.1 - x.2) (p x.2)) := by
  have h : ∑ x ∈ range (a + 1) ×ˢ range (b + 1),
      inner ℂ (p x.1) (shifted H E (a + b + 1 - x.1 - x.2) (p x.2)) = 0 := by
    rw [Finset.sum_product]
    exact truncated_pairing hH a b hp
  have hmem : ((0, 0) : ℕ × ℕ) ∈ range (a + 1) ×ˢ range (b + 1) := by simp
  have h' := (Finset.add_sum_erase _ (fun x : ℕ × ℕ =>
    inner ℂ (p x.1) (shifted H E (a + b + 1 - x.1 - x.2) (p x.2))) hmem).trans h
  simp only [Nat.sub_zero, shifted_expectation hnorm] at h'
  linear_combination (-1 : ℂ) * h'

/-- The third-order energy is given by the unperturbed state and its first-order correction,
for a Hamiltonian that may depend nonlinearly on the perturbation. -/
theorem third_order_energy (hH : ∀ j, (H j).IsSymmetric) (hnorm : ‖p 0‖ = 1)
    (hp : ∀ m ≤ 3, SolvesOrder H E p m) :
    (E 3 : ℂ) = inner ℂ (p 0) (H 3 (p 0))
      + 2 * ((inner ℂ (p 0) (shifted H E 2 (p 1))).re : ℂ)
      + inner ℂ (p 1) (shifted H E 1 (p 1)) := by
  have h : inner ℂ (p 0) (shifted H E 3 (p 0)) + inner ℂ (p 0) (shifted H E 2 (p 1))
      + (inner ℂ (p 1) (shifted H E 2 (p 0)) + inner ℂ (p 1) (shifted H E 1 (p 1))) = 0 := by
    simpa [Finset.sum_range_succ] using truncated_pairing hH 1 1 hp
  -- the two cross terms are complex conjugates of each other
  have hc := Complex.add_conj (inner ℂ (p 0) (shifted H E 2 (p 1)))
  rw [inner_conj_symm, shifted_inner hH] at hc
  push_cast at hc
  rw [shifted_expectation hnorm] at h
  linear_combination hc - h

/-- The `2n+1` theorem: two solutions for the same Hamiltonian series whose states agree
through order `n` have the same energies through order `2n+1`. -/
theorem energies_determined (hH : ∀ j, (H j).IsSymmetric) (n : ℕ) {E' : ℕ → ℝ} {p' : ℕ → V}
    (hnorm : ‖p 0‖ = 1) (hp : ∀ m ≤ 2 * n + 1, SolvesOrder H E p m)
    (hp' : ∀ m ≤ 2 * n + 1, SolvesOrder H E' p' m) (hpp : ∀ i ≤ n, p i = p' i) :
    ∀ m ≤ 2 * n + 1, E m = E' m := by
  have h0 : p 0 = p' 0 := hpp 0 (Nat.zero_le n)
  have hnorm' : ‖p' 0‖ = 1 := by rw [← h0]; exact hnorm
  intro m
  induction m using Nat.strong_induction_on with
  | _ m ih =>
    intro hm
    apply Complex.ofReal_injective
    rcases Nat.eq_zero_or_pos m with hz | hpos
    · subst hz
      have h1 : shifted H E 0 (p 0) = 0 := by simpa [SolvesOrder] using hp 0 hm
      have h2 : shifted H E' 0 (p' 0) = 0 := by simpa [SolvesOrder] using hp' 0 hm
      have e1 := shifted_expectation (H := H) (E := E) hnorm 0
      have e2 := shifted_expectation (H := H) (E := E') hnorm' 0
      rw [h1, inner_zero_right, h0] at e1
      rw [h2, inner_zero_right] at e2
      linear_combination e1 - e2
    · -- split the order as evenly as possible between bra and ket
      obtain ⟨a, b, ha, hb, hab⟩ : ∃ a b, a ≤ n ∧ b ≤ n ∧ m = a + b + 1 :=
        ⟨m / 2, (m - 1) / 2, by omega, by omega, by omega⟩
      subst hab
      rw [energy_formula hH hnorm a b (fun k hk => hp k (by omega)),
        energy_formula hH hnorm' a b (fun k hk => hp' k (by omega)), h0]
      congr 1
      refine Finset.sum_congr rfl ?_
      rintro ⟨i, k⟩ hx
      simp only [mem_erase, mem_product, mem_range, ne_eq, Prod.mk.injEq] at hx
      have hE : E (a + b + 1 - i - k) = E' (a + b + 1 - i - k) :=
        ih _ (by omega) (by omega)
      simp only [shifted, hE, hpp i (by omega), hpp k (by omega)]

/-- Coefficient matrices of a two-level Hamiltonian that is cubic in the perturbation. -/
def modelMatrix : ℕ → Matrix (Fin 2) (Fin 2) ℂ
  | 0 => !![0, 0; 0, 1]
  | 1 => !![0, -1; -1, 1]
  | 2 => !![1, -1; -1, 0]
  | 3 => !![-1, 0; 0, 0]
  | _ + 4 => 0

/-- The two-level coefficient matrices as operators on the state space. -/
def modelH (j : ℕ) : EuclideanSpace ℂ (Fin 2) →ₗ[ℂ] EuclideanSpace ℂ (Fin 2) where
  toFun v := WithLp.toLp 2 (modelMatrix j *ᵥ v.ofLp)
  map_add' x y := by simp only [WithLp.ofLp_add, Matrix.mulVec_add, WithLp.toLp_add]
  map_smul' c x := by
    simp only [WithLp.ofLp_smul, Matrix.mulVec_smul, WithLp.toLp_smul, RingHom.id_apply]

/-- Energy coefficients of the two-level model: minus two at third order, zero otherwise. -/
def modelE (j : ℕ) : ℝ := if j = 3 then -2 else 0

/-- State coefficients of the two-level model: the two basis vectors, then zero. -/
def modelState : ℕ → EuclideanSpace ℂ (Fin 2)
  | 0 => !₂[1, 0]
  | 1 => !₂[0, 1]
  | _ + 2 => 0

/-- The two-level model has symmetric coefficients and a normalised unperturbed state, and
solves the Schrödinger equation through third order. -/
theorem model_witness : (∀ j, (modelH j).IsSymmetric) ∧ ‖modelState 0‖ = 1 ∧
    ∀ m ≤ 3, SolvesOrder modelH modelE modelState m := by
  refine ⟨?_, ?_, ?_⟩
  · intro j x y
    rcases j with _ | _ | _ | _ | j <;>
      simp [modelH, modelMatrix, PiLp.inner_apply, Fin.sum_univ_two, dotProduct] <;> ring
  · simp [modelState, EuclideanSpace.norm_eq, Fin.sum_univ_two]
  · intro m hm
    unfold SolvesOrder
    interval_cases m <;> ext i <;> fin_cases i <;>
      simp [Finset.sum_range_succ, shifted, modelH, modelMatrix, modelE, modelState,
        dotProduct, Fin.sum_univ_two]
    norm_num

end

end TwoNPlusOneTheorem
```

```lean
#print axioms TwoNPlusOneTheorem.third_order_energy
#print axioms TwoNPlusOneTheorem.energies_determined
```

```
'TwoNPlusOneTheorem.third_order_energy' depends on axioms: [propext, Classical.choice, Quot.sound]
'TwoNPlusOneTheorem.energies_determined' depends on axioms: [propext, Classical.choice, Quot.sound]
```

## Reading the statements and their proofs

`V` is a complex inner-product space of any dimension, and `inner ℂ x y` is conjugate-linear in `x`. The sequences `H`, `E` and `p` hold the series coefficients, and `shifted H E j` is \(S_j\). The type of `E` makes the energies real, while `IsSymmetric` expresses Hermiticity. `SolvesOrder H E p m` is the equation at order \(m\). Symmetry is required of every `H j`; a Hamiltonian that ends at third order is continued by zeros.

`third_order_energy` is the displayed formula, written as an equation between complex numbers. `energies_determined` is the statement about two solutions, with `hpp` saying that their states agree through order \(n\) and `hnorm` that the shared \(p_0\) is normalised.

`shifted_inner` moves \(S_j\) across the inner product, using the reality of \(E_j\), and `shifted_expectation` uses \(\|p_0\|=1\) to isolate \(E_j\). In `truncated_pairing`, the step `hrow` is the row identity above, `Finset.sum_comm'` exchanges the triangular sum, and `omega` checks the index ranges. `energy_formula` removes the pair `(0, 0)` from the double sum and solves for the energy.

`third_order_energy` expands the double sum for \(a=b=1\) and combines the cross terms through `Complex.add_conj`. `energies_determined` uses strong induction, with \(a\) and \(b\) the integer parts of \(m/2\) and \((m-1)/2\).

`model_witness` checks, component by component, that a two-level model satisfies all the hypotheses of the third-order formula. Its states are \(p_0=(1,0)\) and \(p_1=(0,1)\), and \(E_3=-2\). The three terms of the formula are \(-1\), \(-2\) and \(1\), so each of them contributes.

## Exact solutions of a fixed Hermitian problem

The theorems take the solution as given. Although \(p_2\) and \(p_3\) are absent from the formula, the hypothesis `hp` requires that they exist and solve their equations. For a degenerate level, this restricts \(p_0\), and it can also restrict the part of \(p_1\) that lies within the level: both must allow the series to be continued through third order. A first-order state from which the whole level has been projected out may therefore fail to meet the hypothesis. The series are formal: convergence, and the identification of \(6E_3\) with a derivative of an actual energy curve, are separate matters.

The operators map all of `V` into itself. Since `V` need not be complete, it can stand for a common domain that unbounded operators leave invariant, but such a domain has to be supplied. For bare point nuclei without a finite basis this fails at first order: the derivative of the Coulomb potential with respect to a nuclear position grows as \(1/r^2\) near the nucleus, so \(H_1p_0\) is not square-integrable if the electron density there is nonzero. Smooth pseudopotentials remove this singularity, and in a fixed finite basis of smooth functions the \(H_j\) are ordinary matrices. A basis that moves with the atoms brings in an overlap matrix that depends on \(\lambda\), which the theorems do not include.

In Kohn–Sham or Hartree–Fock theory the Hamiltonian depends on the occupied orbitals, and the 2n+1 theorem used there concerns a self-consistent energy functional with orthonormality constraints. The file treats one state of a prescribed Hamiltonian. It also gives no error bound for a \(p_1\) that has been converged only approximately, and it has one parameter, so mixed third derivatives must be assembled from several displacement directions.

Symmetry is essential, as a two-level example separate from the file shows. Take

\[
H_0=\begin{pmatrix}0&0\\0&1\end{pmatrix},\qquad
H_1=\begin{pmatrix}0&0\\1&1\end{pmatrix},\qquad H_2=H_3=0 .
\]

With all \(E_j=0\), the states \(p_0=(1,0)\), \(p_1=(0,-1)\), \(p_2=(0,1)\), \(p_3=(0,-1)\) solve the equations through third order. The true \(E_3\) is 0, but the right-hand side of the formula is \(\langle p_1,H_1p_1\rangle=1\). A code with a non-Hermitian effective Hamiltonian therefore cannot take this formula over unchanged.
